# Reindexing from a C-centred cell to a primitive cell maps the indices with h + k even one-to-one onto all integer triples

In a C-centred lattice, the vectors a' = (a − b)/2, b' = (a + b)/2 and c' = c span a primitive cell, and `c_centring_reindexing` describes how integer indices (h, k, l) change with the basis. It states that (h, k, l) ↦ ((h − k)/2, (h + k)/2, l) is a bijection from the integer triples with h + k even onto all integer triples, and that the basis-change matrix has determinant 1/2. For h + k even it adds that the new indices are the old ones multiplied, as a row vector, by that matrix, and that the product h·x is the same in either basis for every real coordinate vector x. The attempt proves injectivity by integer arithmetic and surjectivity with an explicit preimage, computes the determinant from the 3 × 3 formula, and takes the rest from the earlier lemma `primitiveIndex_eq`.

This version doesn't compile in Lean 4 with Mathlib:

```lean
import Mathlib

open Matrix

namespace CCentringReindexing

noncomputable section

/-- An integer triple regarded as a real triple. -/
def realVec (h : Fin 3 → ℤ) : Fin 3 → ℝ := fun i => (h i : ℝ)

/-- The matrix of the basis change: its columns are a', b', c' in the basis a, b, c. -/
def toPrimitive : Matrix (Fin 3) (Fin 3) ℝ :=
  !![1 / 2, 1 / 2, 0; -1 / 2, 1 / 2, 0; 0, 0, 1]

/-- The reindexing (h, k, l) ↦ ((h - k)/2, (h + k)/2, l), meant for h + k even, where
both integer divisions are exact. -/
def primitiveIndex (h : Fin 3 → ℤ) : Fin 3 → ℤ :=
  ![(h 0 - h 1) / 2, (h 0 + h 1) / 2, h 2]

/-- Indices transform as a row vector: (h, k, l) becomes ((h - k)/2, (h + k)/2, l). -/
theorem index_law (v : Fin 3 → ℝ) :
    v ᵥ* toPrimitive = ![(v 0 - v 1) / 2, (v 0 + v 1) / 2, v 2] := by
  ext i
  fin_cases i <;> simp [toPrimitive, Matrix.vecMul, dotProduct, Fin.sum_univ_three] <;> ring

/-- For h + k even, the integer reindexing is the one induced by the basis change. -/
theorem primitiveIndex_eq (h : Fin 3 → ℤ) (he : Even (h 0 + h 1)) :
    realVec (primitiveIndex h) = realVec h ᵥ* toPrimitive := by
  obtain ⟨m, hm⟩ := he
  have e1 : (h 0 - h 1) / 2 = m - h 1 := by omega
  have e2 : (h 0 + h 1) / 2 = m := by omega
  have hp : primitiveIndex h = ![m - h 1, m, h 2] := by
    simp only [primitiveIndex, e1, e2]
  have hR : (h 0 : ℝ) + h 1 = m + m := by exact_mod_cast hm
  rw [hp, index_law]
  ext i
  fin_cases i <;> simp [realVec] <;> linarith

/-- The reindexing is a bijection from the integer triples with h + k even onto all integer
triples. It is induced by a basis change of determinant 1/2 and leaves h·x unchanged. -/
theorem c_centring_reindexing :
    Set.BijOn primitiveIndex {h | Even (h 0 + h 1)} Set.univ ∧
    toPrimitive.det = 1 / 2 ∧
    ∀ h : Fin 3 → ℤ, Even (h 0 + h 1) →
      realVec (primitiveIndex h) = realVec h ᵥ* toPrimitive ∧
      ∀ x : Fin 3 → ℝ, realVec (primitiveIndex h) ⬝ᵥ x = realVec h ⬝ᵥ (toPrimitive *ᵥ x) := by
  refine ⟨⟨fun _ _ => Set.mem_univ _, ?_, ?_⟩, ?_, ?_⟩
  · -- sum and difference of the new indices recover h and k
    intro h hh g hg e
    obtain ⟨m, hm⟩ := hh
    obtain ⟨n, hn⟩ := hg
    have e0 : (h 0 - h 1) / 2 = (g 0 - g 1) / 2 := congrFun e 0
    have e1 : (h 0 + h 1) / 2 = (g 0 + g 1) / 2 := congrFun e 1
    have e2 : h 2 = g 2 := congrFun e 2
    ext i
    fin_cases i
    · show h 0 = g 0
      omega
    · show h 1 = g 1
      omega
    · exact e2
  · intro g _
    refine ⟨![g 0 + g 1, g 1 - g 0, g 2], ?_, ?_⟩
    · show Even ((g 0 + g 1) + (g 1 - g 0))
      exact ⟨g 1, by ring⟩
    · ext i
      fin_cases i
      · show ((g 0 + g 1) - (g 1 - g 0)) / 2 = g 0
        omega
      · show ((g 0 + g 1) + (g 1 - g 0)) / 2 = g 1
        omega
      · rfl
  · norm_num [toPrimitive, Matrix.det_fin_three]
  · intro h he
    refine ⟨primitiveIndex_eq h he, fun x => ?_⟩
    rw [primitiveIndex_eq h he, Matrix.dotProduct_mulVec]

end

end CCentringReindexing
```

Compiling this gives:

```
Main.lean:74:2: error: unsolved goals
case refine_3
⊢ 1 / 4 * vecCons (![1 / 2, 1 / 2, 0] 2) (fun i => vecCons (![-(1 / 2), 1 / 2, 0] 2) (fun i => ![0, 0, 1] 2) i) 2 -
              1 / 2 * ![-(1 / 2), 1 / 2, 0] 2 * vecCons (1 / 2) (fun i => vecCons (1 / 2) (fun i => 0) i) 2 +
            1 / 4 *
              vecCons (![1 / 2, 1 / 2, 0] 2) (fun i => vecCons (![-(1 / 2), 1 / 2, 0] 2) (fun i => ![0, 0, 1] 2) i) 2 +
          1 / 2 * ![-(1 / 2), 1 / 2, 0] 2 * vecCons (1 / 2) (fun i => vecCons (-(1 / 2)) (fun i => 0) i) 2 +
        -(![1 / 2, 1 / 2, 0] 2 * (1 / 2) * vecCons (1 / 2) (fun i => vecCons (1 / 2) (fun i => 0) i) 2) -
      ![1 / 2, 1 / 2, 0] 2 * (1 / 2) * vecCons (1 / 2) (fun i => vecCons (-(1 / 2)) (fun i => 0) i) 2 =
    1 / 2
```

Cause. The one error is in the determinant step. `Matrix.det_fin_three` did expand the determinant, but the goal that remains still contains unevaluated entries such as `![1 / 2, 1 / 2, 0] 2`, the third component of an explicit vector. Until these are replaced by their values, the arithmetic cannot be finished. All the lookups left over are at index 2. Mathlib has ordinary simp lemmas for indices 0 and 1, but a general literal index is evaluated by a simproc, a small program that `simp` runs by default and `norm_num` does not.

The repair splits the step in two. `simp [toPrimitive, Matrix.det_fin_three]` expands the determinant and reads off every entry, and `norm_num` then checks the remaining equation between numbers, in essence 1/4 + 1/4 = 1/2. The statement was true all along, and nothing else in the proof changes.

This version goes through:

```diff
@@ -72,5 +72,6 @@
         omega
       · rfl
-  · norm_num [toPrimitive, Matrix.det_fin_three]
+  · simp [toPrimitive, Matrix.det_fin_three]
+    norm_num
   · intro h he
     refine ⟨primitiveIndex_eq h he, fun x => ?_⟩
```
